# The momentum coupling of an isotropic barostat fixes its divergence-free volume weight up to a constant

In constant-pressure molecular dynamics the cell volume moves together with the atoms. When the cell expands, the coordinates are stretched and the momenta are damped, and these two effects need not compensate. To read time averages as ensemble averages, one has to know which phase-space volume element the motion conserves.

Take $n$ coordinates $r_i$ with momenta $p_i$, a volume $V>0$ and a strain rate $v$ (often written $\dot\epsilon$; it is not a particle velocity):

$$\dot r_i=u_i(p)+v r_i,\quad \dot p_i=F_i(r,V)-a v p_i,\quad \dot V=dVv,\quad \dot v=G(r,p,V).$$

Usually $u_i=p_i/m_i$. The number $a$ sets the damping of the momenta, and $d$ is the spatial dimension for an isotropic cell. In Born–Oppenheimer dynamics, $F$ comes from an electronic structure taken to be converged at the current $r$ and $V$.

Call the right-hand side $X$. A density $w(V)$ is stationary under the Liouville equation when $\nabla\cdot(wX)=0$. The problems ask which $w$ achieve this for an isotropic cell without a thermostat. Going from zero divergence to a measure conserved along trajectories also requires a sufficiently regular field whose solutions exist, which is assumed here.

## The flow and its divergence in Lean

```lean
import Mathlib

open Finset

namespace BarostatInvariantMeasure

noncomputable section
```

A `State n` holds $(r,p,V,v)$. The same structure holds the four rates.

```lean
/-- A point of the extended phase space: coordinates `r`, momenta `p`, volume `V` and
strain rate `v`. The same four slots also hold the components of a vector field. -/
structure State (n : ℕ) where
  r : Fin n → ℝ
  p : Fin n → ℝ
  V : ℝ
  v : ℝ
```

In `barostat`, `u`, `F` and `G` are arbitrary functions, and `a` and `d` are arbitrary real numbers. The argument lists carry physical content: the force does not depend on $p$ or $v$, and $G$ contains no friction on $v$.

```lean
/-- The barostat equations of motion `r' = u(p) + v r`, `p' = F(r,V) - a v p`,
`V' = d V v`, `v' = G(r,p,V)`; the usual velocity is `u(p) = p/m`. -/
def barostat {n : ℕ} (u : (Fin n → ℝ) → Fin n → ℝ) (F : (Fin n → ℝ) → ℝ → Fin n → ℝ)
    (G : (Fin n → ℝ) → (Fin n → ℝ) → ℝ → ℝ) (a d : ℝ) (x : State n) : State n where
  r := fun i => u x.p i + x.v * x.r i
  p := fun i => F x.r x.V i - a * x.v * x.p i
  V := d * x.V * x.v
  v := G x.r x.p x.V
```

`weighted` multiplies every component by $w(V)$.

```lean
/-- The vector field `X` multiplied by a phase-space weight `w(V)`. -/
def weighted {n : ℕ} (w : ℝ → ℝ) (X : State n → State n) (x : State n) : State n where
  r := fun i => w x.V * (X x).r i
  p := fun i => w x.V * (X x).p i
  V := w x.V * (X x).V
  v := w x.V * (X x).v
```

`divergence` varies one coordinate at a time, differentiates the matching component and adds the results.

```lean
/-- The phase-space divergence: each component of the field is differentiated along its own
coordinate, and the results are summed. -/
def divergence {n : ℕ} (X : State n → State n) (x : State n) : ℝ :=
  (∑ i, deriv (fun t => (X { x with r := Function.update x.r i t }).r i) (x.r i))
    + (∑ i, deriv (fun t => (X { x with p := Function.update x.p i t }).p i) (x.p i))
    + deriv (fun t => (X { x with V := t }).V) x.V
    + deriv (fun t => (X { x with v := t }).v) x.v
```

## (a) A general volume weight

**Task.** For a weight $w$ differentiable at the current volume, show that

$$\nabla\cdot(wX)=v\big[(n(1-a)+d)\,w+dV\,w'\big].$$

**Solution.** The diagonal derivatives are

$$\partial_{r_i}[w(u_i+vr_i)]=wv,\qquad \partial_{p_i}[w(F_i-avp_i)]=-wav,$$
$$\partial_V[w\,dVv]=w'\,dVv+w\,dv,\qquad \partial_v[wG]=0.$$

Summing the first two over $i$ gives $nwv-nawv$, and adding the others gives the claim. Since $u$, $F$ and $G$ never depend on the coordinate being varied, they need not be differentiable.

The Lean facts `hr`, `hp`, `hV` and `hv` are these four derivatives. The hypothesis `hw` says that $w$ has derivative `w'` at `x.V`. The closing `simp only` and `ring` steps carry out the sum.

```lean
variable {n : ℕ} (u : (Fin n → ℝ) → Fin n → ℝ) (F : (Fin n → ℝ) → ℝ → Fin n → ℝ)
  (G : (Fin n → ℝ) → (Fin n → ℝ) → ℝ → ℝ) (a d : ℝ)

/-- For a weight `w(V)` with derivative `w'` at the current volume, the weighted barostat flow
has divergence `v [(n(1-a) + d) w + d V w']`. -/
theorem divergence_weighted (x : State n) {w : ℝ → ℝ} {w' : ℝ} (hw : HasDerivAt w w' x.V) :
    divergence (weighted w (barostat u F G a d)) x
      = x.v * ((n * (1 - a) + d) * w x.V + d * x.V * w') := by
  -- the four kinds of diagonal partial derivatives
  have hr : ∀ i, deriv (fun t => w x.V * (u x.p i + x.v * t)) (x.r i) = w x.V * x.v := by
    intro i
    have h := (((hasDerivAt_id' (x.r i)).const_mul x.v).const_add (u x.p i)).const_mul (w x.V)
    exact h.deriv.trans (by ring)
  have hp : ∀ i, deriv (fun t => w x.V * (F x.r x.V i - a * x.v * t)) (x.p i)
      = -(w x.V * (a * x.v)) := by
    intro i
    have h := (((hasDerivAt_id' (x.p i)).const_mul (a * x.v)).const_sub
      (F x.r x.V i)).const_mul (w x.V)
    exact h.deriv.trans (by ring)
  have hV : deriv (fun t => w t * (d * t * x.v)) x.V
      = w' * (d * x.V * x.v) + w x.V * (d * x.v) := by
    have h := hw.fun_mul (((hasDerivAt_id' x.V).const_mul d).mul_const x.v)
    exact h.deriv.trans (by ring)
  have hv : deriv (fun _ : ℝ => w x.V * G x.r x.p x.V) x.v = 0 := deriv_const _ _
  simp only [divergence, weighted, barostat, Function.update_self]
  simp only [hr, hp, hV, hv, sum_const, card_univ, Fintype.card_fin, nsmul_eq_mul]
  ring
```

## (b) A power of the volume

**Task.** For real $s$ and $V>0$, show that

$$\nabla\cdot(V^sX)=V^s v\,\big(n(1-a)+d+sd\big).$$

**Solution.** Put $w=V^s$ and $w'=sV^{s-1}$ into (a). Because $V\,V^{s-1}=V^s$, the last term becomes $sd\,V^s$, and $V^s$ factors out.

The fact `e` is the identity $V\,V^{s-1}=V^s$, and `linear_combination` inserts it into the formula from (a).

```lean
/-- At positive volume, the barostat flow weighted by `V^s` has divergence
`V^s v (n(1-a) + d + s d)`. -/
theorem divergence_power (s : ℝ) (x : State n) (hV : 0 < x.V) :
    divergence (weighted (fun V => V ^ s) (barostat u F G a d)) x
      = x.V ^ s * x.v * (n * (1 - a) + d + s * d) := by
  have e : x.V * x.V ^ (s - 1) = x.V ^ s := by
    rw [Real.rpow_sub_one hV.ne']
    field_simp
  have h := divergence_weighted u F G a d x
    (Real.hasDerivAt_rpow_const (p := s) (Or.inl hV.ne'))
  refine h.trans ?_
  show x.v * ((n * (1 - a) + d) * x.V ^ s + d * x.V * (s * x.V ^ (s - 1))) = _
  linear_combination (x.v * d * s) * e
```

## (c) The condition on the exponent

**Task.** Show that $V^sX$ is divergence-free at every state with $V>0$ if and only if

$$n(1-a)+d+sd=0.$$

**Solution.** If the condition holds, (b) gives zero everywhere. Conversely, evaluate (b) at $r=p=0$, $V=v=1$: the prefactor is $1$, so the bracket itself must vanish.

In Lean the test state is `⟨0, 0, 1, 1⟩`. Placing several atoms at one point is not physical, but the bracket in (b) does not involve $r$ or $p$, so any other positions and momenta would serve as well. The word "invariant" in the theorem's name refers to this vanishing divergence.

```lean
/-- The barostat flow weighted by `V^s` is divergence-free at all states of positive volume
if and only if `n(1-a) + d + s d = 0`. -/
theorem power_weight_invariant_iff (s : ℝ) :
    (∀ x : State n, 0 < x.V →
      divergence (weighted (fun V => V ^ s) (barostat u F G a d)) x = 0)
      ↔ n * (1 - a) + d + s * d = 0 := by
  constructor
  · intro h
    -- unit volume and unit strain rate expose the coefficient
    have h0 : 0 < (⟨0, 0, 1, 1⟩ : State n).V := one_pos
    have h1 := (divergence_power u F G a d s ⟨0, 0, 1, 1⟩ h0).symm.trans (h _ h0)
    simp only [Real.one_rpow, one_mul] at h1
    exact h1
  · intro h x hV
    rw [divergence_power u F G a d s x hV, h, mul_zero]
```

## (d) Hoover coupling

**Task.** Hoover's equations have $a=1$. For $d\neq0$, show that among the weights $V^s$ exactly

$$s=-1$$

makes the flow divergence-free.

**Solution.** With $a=1$ the condition in (c) reads $d(1+s)=0$. Dividing by $d$ gives $s=-1$, and this value satisfies the condition. For $d=0$ the volume would be frozen and every $s$ would pass.

The division is `mul_right_cancel₀ hd`.

```lean
/-- Hoover coupling `a = 1` with `d ≠ 0`: among the power weights `V^s`, exactly `s = -1`
makes the weighted flow divergence-free at positive volume. -/
theorem hoover_weight_iff (hd : d ≠ 0) (s : ℝ) :
    (∀ x : State n, 0 < x.V →
      divergence (weighted (fun V => V ^ s) (barostat u F G 1 d)) x = 0) ↔ s = -1 := by
  rw [power_weight_invariant_iff]
  constructor
  · intro h
    exact mul_right_cancel₀ hd (by linear_combination h)
  · rintro rfl
    ring
```

## (e) The coupling for uniform weight

**Task.** For $n\geq1$, show that the unweighted flow is divergence-free at all positive volumes if and only if

$$a=1+\frac dn,$$

the Martyna–Tobias–Klein (MTK) value.

**Solution.** With $w=1$, (a) gives $\nabla\cdot X=v\,(n(1-a)+d)$. Taking $v=1$ shows that the bracket must vanish, and solving for $a$ gives the result. The converse is substitution.

The smallest case is one particle on a line, $n=d=1$. Then $a=2$, and the contributions $v-2v+v$ cancel.

For $N$ atoms in three dimensions, $n=3N$ and $a=1+1/N$. This tends to the Hoover value as $N$ grows, yet the Hoover divergence stays at $3v$ for every $N$, because the small difference in $a$ is summed over $3N$ momenta.

In a splitting integrator that solves the scaling terms exactly as a separate substep, with $v$ held fixed for a time $h$, that substep is

$$r\to e^{vh}r,\qquad p\to e^{-avh}p,\qquad V\to e^{dvh}V.$$

Its Jacobian is $e^{(n(1-a)+d)vh}$. This equals $1$ for MTK coupling. For Hoover coupling it is $e^{dvh}$, the factor by which $V$ itself grows, and the weight $1/V$ compensates for it.

In the Lean proof, `hone` identifies the unweighted field with weight $1$, and `hdiv` is the divergence formula above.

```lean
/-- With at least one coordinate, the unweighted barostat flow is divergence-free at positive
volume if and only if the coupling has the Martyna-Tobias-Klein value `a = 1 + d/n`. -/
theorem mtk_uniform_iff (hn : n ≠ 0) :
    (∀ x : State n, 0 < x.V → divergence (barostat u F G a d) x = 0) ↔ a = 1 + d / n := by
  have hn' : (n : ℝ) ≠ 0 := Nat.cast_ne_zero.mpr hn
  have e : (n : ℝ) * (d / n) = d := by field_simp
  have hone : weighted (fun _ => 1) (barostat u F G a d) = barostat u F G a d := by
    funext x
    simp [weighted]
  have hdiv : ∀ x : State n,
      divergence (barostat u F G a d) x = x.v * (n * (1 - a) + d) := by
    intro x
    have h := divergence_weighted u F G a d x (w := fun _ => 1) (hasDerivAt_const x.V (1 : ℝ))
    rw [hone] at h
    rw [h]
    ring
  constructor
  · intro h
    have h1 := (hdiv ⟨0, 0, 1, 1⟩).symm.trans (h ⟨0, 0, 1, 1⟩ one_pos)
    simp only [one_mul] at h1
    exact mul_left_cancel₀ hn' (by linear_combination -h1 - e)
  · intro ha x _
    rw [hdiv, ha]
    linear_combination (-x.v) * e
```

## (f) Every differentiable volume weight

**Task.** Let $d\neq0$, and let $w$ be differentiable for $V>0$ with $\nabla\cdot(wX)=0$ at all such states. Show that

$$w(V)=w(1)\,V^{\,n(a-1)/d-1}\qquad(V>0).$$

**Solution.** Write $s=n(a-1)/d-1$, so that $n(1-a)+d=-sd$. Setting $v=1$ in (a) and dividing by $d$ gives $Vw'=sw$. Therefore

$$\frac{d}{dV}\big(wV^{-s}\big)=V^{-s-1}\,(Vw'-sw)=0.$$

A function with zero derivative on the half-line $V>0$ is constant there, and its value at $V=1$ is $w(1)$. The theorem allows any real $w(1)$; a physical density needs $w(1)>0$.

The fact `h2` is $Vw'=sw$, `hg` is the zero derivative, and `hc` is the constancy, which uses that the half-line is open and connected.

```lean
/-- For `d ≠ 0`, any weight `w(V)` that is differentiable at positive volumes and makes the
weighted flow divergence-free there is a constant times `V^(n(a-1)/d - 1)`. -/
theorem volume_weight_unique (hd : d ≠ 0) (w : ℝ → ℝ)
    (hw : ∀ V, 0 < V → DifferentiableAt ℝ w V)
    (h : ∀ x : State n, 0 < x.V → divergence (weighted w (barostat u F G a d)) x = 0)
    (V : ℝ) (hV : 0 < V) : w V = w 1 * V ^ (n * (a - 1) / d - 1) := by
  obtain ⟨s, hsdef⟩ : ∃ s : ℝ, s = n * (a - 1) / d - 1 := ⟨_, rfl⟩
  have hs : n * (1 - a) + d + s * d = 0 := by
    rw [hsdef, sub_mul, div_mul_cancel₀ _ hd]
    ring
  rw [← hsdef]
  -- the ratio of `w` to the power law has zero derivative
  have hg : ∀ y : ℝ, 0 < y → HasDerivAt (fun z => w z * z ^ (-s)) 0 y := by
    intro y hy
    have h0 := (divergence_weighted u F G a d ⟨0, 0, y, 1⟩ (hw y hy).hasDerivAt).symm.trans
      (h ⟨0, 0, y, 1⟩ hy)
    have h1 : (n * (1 - a) + d) * w y + d * y * deriv w y = 0 := by
      simpa only [one_mul] using h0
    have h2 : y * deriv w y = s * w y :=
      mul_left_cancel₀ hd (by linear_combination h1 - w y * hs)
    have e : y ^ (-s) = y * y ^ (-s - 1) := by
      rw [Real.rpow_sub_one hy.ne']
      field_simp
    have h3 := (hw y hy).hasDerivAt.fun_mul
      (Real.hasDerivAt_rpow_const (p := -s) (Or.inl hy.ne'))
    refine h3.congr_deriv ?_
    show deriv w y * y ^ (-s) + w y * (-s * y ^ (-s - 1)) = 0
    linear_combination (deriv w y) * e + y ^ (-s - 1) * h2
  -- hence it is constant on the half-line of positive volumes
  have hc : w V * V ^ (-s) = w 1 * (1 : ℝ) ^ (-s) :=
    isOpen_Ioi.is_const_of_deriv_eq_zero (f := fun z => w z * z ^ (-s)) isPreconnected_Ioi
      (fun y hy => (hg y hy).differentiableAt.differentiableWithinAt)
      (fun y hy => (hg y hy).deriv) (Set.mem_Ioi.2 hV) (Set.mem_Ioi.2 one_pos)
  rw [Real.one_rpow, mul_one] at hc
  rw [← hc, mul_assoc, ← Real.rpow_add hV, neg_add_cancel, Real.rpow_zero, mul_one]

end

end BarostatInvariantMeasure
```

```lean
#print axioms BarostatInvariantMeasure.hoover_weight_iff
#print axioms BarostatInvariantMeasure.mtk_uniform_iff
#print axioms BarostatInvariantMeasure.volume_weight_unique
```

```
'BarostatInvariantMeasure.hoover_weight_iff' depends on axioms: [propext, Classical.choice, Quot.sound]
'BarostatInvariantMeasure.mtk_uniform_iff' depends on axioms: [propext, Classical.choice, Quot.sound]
'BarostatInvariantMeasure.volume_weight_unique' depends on axioms: [propext, Classical.choice, Quot.sound]
```
